# Exchange of one virtual photon between currents conserved at the same frequency is the same in Feynman and Coulomb gauge

If a code's charge and current densities violate the continuity equation, its one-photon exchange amplitude generally depends on the gauge. At wave vector $q$ and frequency $w$, with $c=1$ and overall factors left out, the Feynman-gauge value minus the Coulomb-gauge value is

$$\frac{w^2\rho_1\rho_2-(q\cdot J_1)(q\cdot J_2)}{q^2(q^2-w^2)},$$

where $\rho_2$ and $J_2$ are the Fourier components of one source's charge and current densities at $(q,w)$, and $\rho_1$ and $J_1$ are those of the other source at $(-q,-w)$. Continuity reads $q\cdot J_i=w\rho_i$ for both, since both signs flip together, and makes this zero. For $q\neq0$ and $w^2\neq q^2$ it follows that

$$\frac{\rho_1\rho_2-J_1\cdot J_2}{q^2-w^2}=\frac{\rho_1\rho_2}{q^2}-\frac{J_1\cdot J_2-(q\cdot J_1)(q\cdot J_2)/q^2}{q^2-w^2}.$$

## Switching gauge in a relativistic code

A relativistic electronic-structure code that switches the frequency-dependent electron–electron interaction between these gauges gets the same amplitude at each Fourier component with $q\neq0$ and $w^2\neq q^2$ if both currents satisfy $q\cdot J_i=w\rho_i$ with the same $w$. Orbitals from a truncated basis or a nonlocal potential can violate that condition. Exact orbitals of a local potential can violate it too, in a matrix element where the energy one electron gives up differs from the energy the other takes, because each current is then conserved at its own frequency. In these cases the first formula gives the mismatch.

## From Maxwell's equations to the two expressions

Write $D=q^2-w^2$. In Heaviside–Lorentz units with $c=1$, and with no gauge chosen, the potential $(\phi,A)$ of source 2 satisfies

$$q^2\phi-w\,q\cdot A=\rho_2,\qquad DA-(q\cdot A-w\phi)\,q=J_2.$$

Insert these into $\rho_1\rho_2-J_1\cdot J_2$ and use $q\cdot J_1=w\rho_1$:

$$\begin{aligned}
\rho_1\rho_2-J_1\cdot J_2
&=\rho_1(q^2\phi-w\,q\cdot A)-D\,J_1\cdot A+(q\cdot A-w\phi)\,w\rho_1\\
&=D(\rho_1\phi-J_1\cdot A).
\end{aligned}$$

The left side does not contain the potential, so for $D\neq0$ the amplitude $\rho_1\phi-J_1\cdot A$ is the same for every solution.

In Feynman gauge, $\phi=\rho_2/D$ and $A=J_2/D$. Continuity of source 2 gives $q\cdot A=w\phi$, and both field equations then reduce to the definitions of $\phi$ and $A$.

In Coulomb gauge, $q\cdot A=0$. The first equation becomes $q^2\phi=\rho_2$, and the second gives $DA=J_2-w\phi\,q=J_2-(q\cdot J_2/q^2)\,q$. Substituting each potential into the amplitude gives the two sides of the identity.

They can also be subtracted directly. The $J_1\cdot J_2$ terms cancel, and $1/D-1/q^2=w^2/(q^2D)$ leaves the mismatch formula.

## Numbers for a test case

Take $q=(0,0,2)$, $w=1$, and both currents with $\rho=2$, $J=(1,0,1)$. Then $q\cdot J=2=w\rho$ and $D=3$.

- Feynman: $(4-2)/3=2/3$.
- Coulomb: $4/4-(2-4/4)/3=2/3$.

Now remove the longitudinal part of the second current, so that $J_2=(1,0,0)$. Feynman gives $(4-1)/3=1$ and Coulomb gives $1-1/3=2/3$. The difference, $1/3$, matches $(4-0)/(4\cdot3)$.

## The Lean file

```lean
import Mathlib

open Matrix

namespace OnePhotonExchangeGauge

noncomputable section

variable {n : Type*} [Fintype n]

/-- A Fourier component of a charge density `ρ` and a current density `J`. -/
structure Current (n : Type*) where
  ρ : ℂ
  J : n → ℂ

/-- A Fourier component of a scalar potential `φ` and a vector potential `A`. -/
@[ext]
structure Potential (n : Type*) where
  φ : ℂ
  A : n → ℂ

/-- The real wave vector `q`, regarded as a complex vector. -/
def wave (q : n → ℝ) : n → ℂ := fun i => (q i : ℂ)

/-- The squared length `q²` of the wave vector. -/
def waveSq (q : n → ℝ) : ℂ := wave q ⬝ᵥ wave q

/-- The continuity equation in Fourier space, `q·J = w ρ`. -/
def Conserved (q : n → ℝ) (w : ℂ) (s : Current n) : Prop :=
  wave q ⬝ᵥ s.J = w * s.ρ

/-- Maxwell's equations in Fourier space for the potential `P` of the source `s`,
with no gauge chosen. -/
structure Maxwell (q : n → ℝ) (w : ℂ) (s : Current n) (P : Potential n) : Prop where
  gauss : waveSq q * P.φ - w * (wave q ⬝ᵥ P.A) = s.ρ
  ampere : (waveSq q - w ^ 2) • P.A - (wave q ⬝ᵥ P.A - w * P.φ) • wave q = s.J

/-- The exchange amplitude `ρ φ - J·A` of a current in a potential. -/
def exchange (a : Current n) (P : Potential n) : ℂ := a.ρ * P.φ - a.J ⬝ᵥ P.A

/-- The Feynman-gauge potential: charge and current both divided by `q² - w²`. -/
def feynmanPotential (q : n → ℝ) (w : ℂ) (s : Current n) : Potential n where
  φ := (waveSq q - w ^ 2)⁻¹ * s.ρ
  A := (waveSq q - w ^ 2)⁻¹ • s.J

/-- The Coulomb-gauge potential: an instantaneous scalar part `ρ / q²` and a vector part
made by the transverse current. -/
def coulombPotential (q : n → ℝ) (w : ℂ) (s : Current n) : Potential n where
  φ := s.ρ / waveSq q
  A := (waveSq q - w ^ 2)⁻¹ • (s.J - (wave q ⬝ᵥ s.J / waveSq q) • wave q)

/-- A nonzero real wave vector has nonzero squared length. -/
theorem waveSq_ne_zero {q : n → ℝ} (hq : q ≠ 0) : waveSq q ≠ 0 := by
  have h : waveSq q = ((q ⬝ᵥ q : ℝ) : ℂ) := by
    simp [waveSq, wave, dotProduct]
  rw [h]
  exact Complex.ofReal_ne_zero.mpr (fun h0 => hq (dotProduct_self_eq_zero.mp h0))

/-- For a conserved current `a` and any potential of the source `s`, the exchange amplitude
times `q² - w²` equals `ρ₁ρ₂ - J₁·J₂`. -/
theorem exchange_of_maxwell {q : n → ℝ} {w : ℂ} {a s : Current n} {P : Potential n}
    (ha : Conserved q w a) (h : Maxwell q w s P) :
    (waveSq q - w ^ 2) * exchange a P = a.ρ * s.ρ - a.J ⬝ᵥ s.J := by
  have ha' : a.J ⬝ᵥ wave q = w * a.ρ := by
    rw [dotProduct_comm]
    exact ha
  -- insert the field equations for the source, then use continuity of the other current
  rw [← h.gauss, ← h.ampere]
  simp only [exchange, dotProduct_sub, dotProduct_smul, smul_eq_mul]
  rw [ha']
  ring

/-- Gauge independence of one-photon exchange: off the light cone, any two potentials of the
same source give a conserved current the same amplitude. -/
theorem exchange_gauge_independent {q : n → ℝ} {w : ℂ} {a s : Current n}
    {P P' : Potential n} (hw : w ^ 2 ≠ waveSq q) (ha : Conserved q w a)
    (h : Maxwell q w s P) (h' : Maxwell q w s P') : exchange a P = exchange a P' := by
  have hD : waveSq q - w ^ 2 ≠ 0 := sub_ne_zero.mpr hw.symm
  apply mul_left_cancel₀ hD
  rw [exchange_of_maxwell ha h, exchange_of_maxwell ha h']

/-- Off the light cone, the Feynman-gauge potential of a conserved source solves Maxwell's equations
and obeys the Lorenz condition `q·A = w φ`. -/
theorem feynmanPotential_maxwell {q : n → ℝ} {w : ℂ} {s : Current n}
    (hw : w ^ 2 ≠ waveSq q) (hs : Conserved q w s) :
    Maxwell q w s (feynmanPotential q w s) ∧
      wave q ⬝ᵥ (feynmanPotential q w s).A = w * (feynmanPotential q w s).φ := by
  have hD : waveSq q - w ^ 2 ≠ 0 := sub_ne_zero.mpr hw.symm
  have hs' : wave q ⬝ᵥ s.J = w * s.ρ := hs
  have hL : wave q ⬝ᵥ (feynmanPotential q w s).A = w * (feynmanPotential q w s).φ := by
    simp only [feynmanPotential, dotProduct_smul, smul_eq_mul]
    rw [hs']
    ring
  refine ⟨⟨?_, ?_⟩, hL⟩
  · have e : (waveSq q - w ^ 2) * (feynmanPotential q w s).φ = s.ρ :=
      mul_inv_cancel_left₀ hD _
    rw [hL]
    linear_combination e
  · rw [hL, sub_self, zero_smul, sub_zero]
    exact smul_inv_smul₀ hD _

/-- For a conserved source and `q ≠ 0`, off the light cone, the Coulomb-gauge potential is the
one and only solution of Maxwell's equations with `q·A = 0`. -/
theorem maxwell_transverse_iff {q : n → ℝ} {w : ℂ} {s : Current n} {P : Potential n}
    (hq : q ≠ 0) (hw : w ^ 2 ≠ waveSq q) (hs : Conserved q w s) :
    (Maxwell q w s P ∧ wave q ⬝ᵥ P.A = 0) ↔ P = coulombPotential q w s := by
  have hk := waveSq_ne_zero hq
  have hD : waveSq q - w ^ 2 ≠ 0 := sub_ne_zero.mpr hw.symm
  have hs' : wave q ⬝ᵥ s.J = w * s.ρ := hs
  constructor
  · rintro ⟨h, hA⟩
    -- Gauss's law becomes Poisson's equation
    have hφ : P.φ = s.ρ / waveSq q := by
      have g := h.gauss
      rw [hA] at g
      rw [eq_div_iff hk]
      linear_combination g
    refine Potential.ext hφ ?_
    ext i
    have g := congrFun h.ampere i
    simp only [Pi.sub_apply, Pi.smul_apply, smul_eq_mul, hA, hφ] at g
    simp only [coulombPotential, Pi.sub_apply, Pi.smul_apply, smul_eq_mul, hs']
    apply mul_left_cancel₀ hD
    rw [mul_inv_cancel_left₀ hD]
    linear_combination g
  · rintro rfl
    have hA : wave q ⬝ᵥ (coulombPotential q w s).A = 0 := by
      simp only [coulombPotential, dotProduct_smul, dotProduct_sub, smul_eq_mul]
      rw [show wave q ⬝ᵥ wave q = waveSq q from rfl, div_mul_cancel₀ _ hk, sub_self,
        mul_zero]
    refine ⟨⟨?_, ?_⟩, hA⟩
    · rw [hA, mul_zero, sub_zero]
      simp only [coulombPotential]
      field_simp
    · rw [hA]
      ext i
      simp only [coulombPotential, hs', Pi.sub_apply, Pi.smul_apply, smul_eq_mul]
      rw [mul_inv_cancel_left₀ hD]
      ring

/-- For `q ≠ 0` and off the light cone, the difference between the Feynman and Coulomb expressions
for arbitrary currents, conserved or not. -/
theorem feynman_sub_coulomb {q : n → ℝ} {w : ℂ} (a b : Current n)
    (hq : q ≠ 0) (hw : w ^ 2 ≠ waveSq q) :
    (a.ρ * b.ρ - a.J ⬝ᵥ b.J) / (waveSq q - w ^ 2) -
      (a.ρ * b.ρ / waveSq q -
        (a.J ⬝ᵥ b.J - (wave q ⬝ᵥ a.J) * (wave q ⬝ᵥ b.J) / waveSq q) / (waveSq q - w ^ 2)) =
    (w ^ 2 * (a.ρ * b.ρ) - (wave q ⬝ᵥ a.J) * (wave q ⬝ᵥ b.J)) /
      (waveSq q * (waveSq q - w ^ 2)) := by
  have hk := waveSq_ne_zero hq
  have hD : waveSq q - w ^ 2 ≠ 0 := sub_ne_zero.mpr hw.symm
  field_simp
  ring

/-- For conserved currents and `q ≠ 0`, off the light cone, the Feynman amplitude equals the
instantaneous Coulomb term `V`, fixed by `q² V = ρ₁ρ₂`, minus the exchange of a transverse photon.
-/
theorem feynman_eq_coulomb {q : n → ℝ} {w V : ℂ} {a b : Current n}
    (hq : q ≠ 0) (hw : w ^ 2 ≠ waveSq q) (ha : Conserved q w a) (hb : Conserved q w b)
    (hV : waveSq q * V = a.ρ * b.ρ) :
    (a.ρ * b.ρ - a.J ⬝ᵥ b.J) / (waveSq q - w ^ 2) =
      V - (a.J ⬝ᵥ b.J - (wave q ⬝ᵥ a.J) * (wave q ⬝ᵥ b.J) / waveSq q) /
        (waveSq q - w ^ 2) := by
  have hV' : V = a.ρ * b.ρ / waveSq q := by
    rw [eq_div_iff (waveSq_ne_zero hq)]
    linear_combination hV
  -- continuity of both currents removes the difference of the two expressions
  have hz : w ^ 2 * (a.ρ * b.ρ) - (wave q ⬝ᵥ a.J) * (wave q ⬝ᵥ b.J) = 0 := by
    rw [show wave q ⬝ᵥ a.J = w * a.ρ from ha, show wave q ⬝ᵥ b.J = w * b.ρ from hb]
    ring
  have d := feynman_sub_coulomb a b hq hw
  rw [hz, zero_div] at d
  rw [hV']
  exact sub_eq_zero.mp d

/-- In three dimensions, `q = (0,0,2)`, `w = 1`, `ρ = 2` and `J = (1,0,1)` satisfy
continuity, with `q ≠ 0` and `w² ≠ q²`. -/
theorem conserved_witness :
    Conserved ![0, 0, 2] 1 (⟨2, ![1, 0, 1]⟩ : Current (Fin 3)) ∧
      (![0, 0, 2] : Fin 3 → ℝ) ≠ 0 ∧ (1 : ℂ) ^ 2 ≠ waveSq (![0, 0, 2] : Fin 3 → ℝ) := by
  refine ⟨?_, ?_, ?_⟩
  · simp [Conserved, wave, dotProduct, Fin.sum_univ_three]
  · intro h
    have h2 := congrFun h 2
    simp at h2
  · have h0 : (![0, 0, 2] : Fin 3 → ℝ) 0 = 0 := rfl
    have h1 : (![0, 0, 2] : Fin 3 → ℝ) 1 = 0 := rfl
    have h2 : (![0, 0, 2] : Fin 3 → ℝ) 2 = 2 := rfl
    have h : waveSq (![0, 0, 2] : Fin 3 → ℝ) = 4 := by
      simp only [waveSq, wave, dotProduct, Fin.sum_univ_three, h0, h1, h2]
      norm_num
    rw [h]
    norm_num

end

end OnePhotonExchangeGauge
```

```lean
#print axioms OnePhotonExchangeGauge.exchange_gauge_independent
-- 'OnePhotonExchangeGauge.exchange_gauge_independent' depends on axioms: [propext, Classical.choice, Quot.sound]
#print axioms OnePhotonExchangeGauge.feynmanPotential_maxwell
-- 'OnePhotonExchangeGauge.feynmanPotential_maxwell' depends on axioms: [propext, Classical.choice, Quot.sound]
#print axioms OnePhotonExchangeGauge.maxwell_transverse_iff
-- 'OnePhotonExchangeGauge.maxwell_transverse_iff' depends on axioms: [propext, Classical.choice, Quot.sound]
#print axioms OnePhotonExchangeGauge.feynman_eq_coulomb
-- 'OnePhotonExchangeGauge.feynman_eq_coulomb' depends on axioms: [propext, Classical.choice, Quot.sound]
```

## How the proof follows the algebra

`exchange_of_maxwell` rewrites the source with `h.gauss` and `h.ampere`, applies continuity of the other current, and finishes with `ring`. `exchange_gauge_independent` cancels $D$. `feynmanPotential_maxwell` verifies the Feynman solution, and `maxwell_transverse_iff` shows that the Coulomb potential is the only transverse one.

`feynman_sub_coulomb` clears denominators to obtain the mismatch without assuming continuity. `feynman_eq_coulomb` uses continuity to make its numerator zero. There the instantaneous term is a number `V` fixed by $q^2V=\rho_1\rho_2$, which is Poisson's equation $q^2\phi=\rho_2$ multiplied by $\rho_1$. `conserved_witness` checks that the test current meets the conditions.

## Conventions and coverage

`q : n → ℝ` is a real vector in any finite dimension, and `wave q` is its complex copy. Frequency, charges and currents may be complex. The product `⬝ᵥ` does not conjugate, so a routine that conjugates its first argument generally gives a different value when that argument is complex. `Conserved` is the continuity equation; it is assumed for the currents, not derived from a Dirac equation. `exchange` defines the amplitude, with coupling constants and overall factors left out.

The theorems concern prescribed currents at one $(q,w)$. They do not cover the integral over $q$, the treatment of the pole at $q^2=w^2$, or diagrams with more than one photon.
